# Under a fixed real Hamiltonian matrix, a real orbital stays real at all times exactly when the Hamiltonian annihilates it

An orbital that starts real and evolves in real time under a fixed, finite, real Hamiltonian matrix remains real at every time if and only if the Hamiltonian maps the initial orbital to zero. Even a short window of reality around the starting time is enough to force this.

This matters for plane-wave calculations at the Gamma point. When the Hamiltonian there is real in position space, the ground-state orbitals can be chosen real, and a symmetry between the coefficients at opposite wave vectors lets a program store about half of them. For a fixed real Hamiltonian matrix on a finite, one-dimensional periodic grid, the result says for which real initial orbitals this symmetry holds throughout real-time propagation. The energy zero matters here: a real eigenvector with nonzero energy loses the symmetry only through a global phase, which the shift in part (i) removes. In real-time density-functional theory the Hamiltonian changes with the density, and passing from a fixed matrix to such a time-dependent one is a step that the hypotheses do not allow.

## Orbitals, propagator and units

Let \(H\) be a real square matrix, \(v\) a real vector and \(t\) a real time, with \(\hbar=1\). Write \(\mathrm i\) for the imaginary unit (`I` in Lean) and \(i\) for a component index. The propagator is \(U(t)=e^{-\mathrm i tH}\).

```lean
import Mathlib

open Matrix Complex ComplexConjugate Topology

namespace RealTimeGammaTrick

noncomputable section

variable {n : Type*} [Fintype n] [DecidableEq n]
```

In `propagator`, `H.map` turns the real entries into complex ones. Textbook Hamiltonians of this kind are symmetric. Symmetry is not assumed here, so the statements include that case but do not rely on unitarity.

```lean
/-- The propagator `exp(-i t H)` of a real matrix `H`, with `ħ = 1`. -/
def propagator (H : Matrix n n ℝ) (t : ℝ) : Matrix n n ℂ :=
  NormedSpace.exp (t • ((-I) • H.map (fun x : ℝ => (x : ℂ))))
```

The evolved orbital is \(\psi(t)=U(t)v\), written `evolve H v t`. The vector \(v\) need not be normalised.

```lean
/-- The orbital `exp(-i t H) v` at time `t`, started from the real orbital `v`. -/
def evolve (H : Matrix n n ℝ) (v : n → ℝ) (t : ℝ) : n → ℂ :=
  propagator H t *ᵥ (fun i => (v i : ℂ))
```

A real orbital is one whose components all have zero imaginary part.

```lean
/-- An orbital is real if all its components have zero imaginary part. -/
def IsRealOrbital {m : Type*} (ψ : m → ℂ) : Prop := ∀ i, (ψ i).im = 0
```

## (a) Reality as invariance under conjugation

**Task.** Show that an orbital \(\psi\) is real if and only if \(\psi^*=\psi\).

**Solution.** For each component, \(\psi_i-\psi_i^*=2\mathrm i\,\operatorname{Im}\psi_i\). The left side vanishes exactly when the imaginary part does.

In Lean, `star` conjugates every component, and the two directions apply this fact component by component.

```lean
/-- An orbital is real exactly when it equals its complex conjugate. -/
theorem isRealOrbital_iff_star {m : Type*} (ψ : m → ℂ) :
    IsRealOrbital ψ ↔ star ψ = ψ := by
  constructor
  · intro h
    funext i
    exact Complex.conj_eq_iff_im.2 (h i)
  · intro h i
    exact Complex.conj_eq_iff_im.1 (congrFun h i)
```

## (b) The starting point

**Task.** Show that \(\psi(0)=v\).

**Solution.** The exponential of the zero matrix is the identity, so \(U(0)v=v\). The simplifier does the same after unfolding the definitions.

```lean
/-- At time zero the evolved orbital is the initial one. -/
theorem evolve_zero (H : Matrix n n ℝ) (v : n → ℝ) :
    evolve H v 0 = fun i => (v i : ℂ) := by
  simp [evolve, propagator]
```

## (c) Composing two propagations

**Task.** Show that \(U(s)\psi(t)=\psi(s+t)\) for real \(s,t\).

**Solution.** Put \(A=-\mathrm iH\). The matrices \(sA\) and \(tA\) commute, so \(e^{(s+t)A}=e^{sA}e^{tA}\). Applying both sides to \(v\) gives the claim.

The step `hU` is this product formula, with the commutation supplied explicitly.

```lean
/-- Propagating for a time `s` after a time `t` is propagating for the time `s + t`. -/
theorem propagator_evolve (H : Matrix n n ℝ) (v : n → ℝ) (s t : ℝ) :
    propagator H s *ᵥ evolve H v t = evolve H v (s + t) := by
  have hU : propagator H (s + t) = propagator H s * propagator H t := by
    unfold propagator
    rw [add_smul]
    exact Matrix.exp_add_of_commute _ _
      (((Commute.refl _).smul_left s).smul_right t)
  rw [evolve, evolve, hU, Matrix.mulVec_mulVec]
```

## (d) Conjugation reverses time

**Task.** Show that \(\psi(t)^*=\psi(-t)\).

**Solution.** Expand the exponential and conjugate each term. Since \(H\) is real,
\[
U(t)^*=\sum_{m\ge0}\frac{(\mathrm i t)^m}{m!}H^m=U(-t).
\]
Since \(v\) is real, \(\psi(t)^*=U(t)^*v=U(-t)v=\psi(-t)\).

Lean avoids the series. It writes entrywise conjugation as a conjugate transpose followed by a transpose, and both operations pass through the exponential. The step `hg` shows that the generator changes sign, and `hU` carries this over to the propagator.

```lean
/-- Complex conjugation reverses time: for real `H` and real `v`, the conjugate of
`exp(-i t H) v` is `exp(i t H) v`. -/
theorem conj_evolve (H : Matrix n n ℝ) (v : n → ℝ) (t : ℝ) :
    star (evolve H v t) = evolve H v (-t) := by
  -- conjugating the generator entry by entry flips the sign of `t`
  have hg : ((t • ((-I) • H.map (fun x : ℝ => (x : ℂ))))ᴴ)ᵀ
      = (-t) • ((-I) • H.map (fun x : ℝ => (x : ℂ))) := by
    ext i j
    simp [Matrix.conjTranspose_apply]
  have hU : ((propagator H t)ᴴ)ᵀ = propagator H (-t) := by
    unfold propagator
    rw [← Matrix.exp_conjTranspose, ← Matrix.exp_transpose, hg]
  ext i
  simp only [evolve, ← hU]
  simp [Matrix.mulVec, dotProduct]
```

## (e) The velocity of the orbital

**Task.** Show that
\[
\frac{d\psi}{dt}=-\mathrm i\,U(t)Hv .
\]

**Solution.** With \(A=-\mathrm iH\), termwise differentiation gives \(\frac{d}{dt}e^{tA}=e^{tA}A\). Apply this to \(v\), use \(Av=-\mathrm iHv\), and take the scalar out.

Because \(Hv\) is again a real vector, the right side appears as `(-I) • evolve H (H *ᵥ v) t`. The map `L` applies a matrix to \(v\). Being linear, it carries the derivative of the exponential over to the derivative of the orbital, and `hx` is the identity for \(Av\).

```lean
/-- The time derivative of `exp(-i t H) v` is `-i exp(-i t H) (H v)`. -/
theorem hasDerivAt_evolve (H : Matrix n n ℝ) (v : n → ℝ) (t : ℝ) :
    HasDerivAt (evolve H v) ((-I) • evolve H (H *ᵥ v) t) t := by
  let _ : NormedRing (Matrix n n ℂ) := Matrix.linftyOpNormedRing
  let _ : NormedAlgebra ℝ (Matrix n n ℂ) := Matrix.linftyOpNormedAlgebra
  have hx : ((-I) • H.map (fun x : ℝ => (x : ℂ))) *ᵥ (fun i => (v i : ℂ))
      = (-I) • (fun i => ((H *ᵥ v) i : ℂ)) := by
    ext i
    simp [Matrix.mulVec, dotProduct, Finset.mul_sum, mul_assoc]
  -- applying a matrix to the fixed vector `v` is a linear map of the matrix
  let L : Matrix n n ℂ →ₗ[ℝ] (n → ℂ) :=
    { toFun := fun M => M *ᵥ (fun i => (v i : ℂ))
      map_add' := fun A B => Matrix.add_mulVec A B _
      map_smul' := fun c A => by
        ext i
        simp [Matrix.mulVec, dotProduct, Finset.mul_sum, mul_assoc] }
  have h := hasDerivAt_exp_smul_const (𝕂 := ℝ)
    ((-I) • H.map (fun x : ℝ => (x : ℂ))) t
  have hL := (LinearMap.toContinuousLinearMap L).hasFDerivAt.comp_hasDerivAt t h
  refine HasDerivAt.congr_deriv hL ?_
  change (propagator H t * ((-I) • H.map (fun x : ℝ => (x : ℂ)))) *ᵥ
    (fun i => (v i : ℂ)) = _
  rw [← Matrix.mulVec_mulVec, hx, Matrix.mulVec_smul]
  rfl
```

## (f) A short window of reality

**Task.** Suppose \(\psi(t)\) is real for all \(t\) in some open interval around \(0\). Show that \(Hv=0\).

**Solution.** In that interval \(\operatorname{Im}\psi_i(t)=0\), so its derivative at \(0\) is zero. By (e) and (b), the same derivative is
\[
\operatorname{Im}\bigl(-\mathrm i(Hv)_i\bigr)=-(Hv)_i .
\]
Hence \((Hv)_i=0\) for every \(i\).

The hypothesis `∀ᶠ t in 𝓝 (0 : ℝ)` expresses the interval of unspecified length. The two values of the derivative are `him` and `h0`, and uniqueness of derivatives equates them.

```lean
/-- For real `H` and real `v`, if the evolving orbital `exp(-i t H) v` is real throughout some time
window around `t = 0`, however short, then `H v = 0`. -/
theorem mulVec_eq_zero_of_eventually_real (H : Matrix n n ℝ) (v : n → ℝ)
    (h : ∀ᶠ t in 𝓝 (0 : ℝ), IsRealOrbital (evolve H v t)) : H *ᵥ v = 0 := by
  funext i
  have hd := hasDerivAt_pi.1 (hasDerivAt_evolve H v 0) i
  have him := Complex.imCLM.hasFDerivAt.comp_hasDerivAt (0 : ℝ) hd
  -- the imaginary part vanishes near `t = 0`, and so does its derivative there
  have h0 : HasDerivAt (fun t => (evolve H v t i).im) 0 0 :=
    (hasDerivAt_const (0 : ℝ) (0 : ℝ)).congr_of_eventuallyEq
      (h.mono fun t ht => ht i)
  have hu := him.unique h0
  simpa [evolve_zero] using hu
```

## (g) Reality at all times

**Task.** Show that \(\psi(t)\) is real for every real \(t\) if and only if \(Hv=0\).

**Solution.** If the orbital is always real, it is real near \(0\), and (f) applies. Conversely, if \(Hv=0\), then (e) gives \(d\psi/dt=-\mathrm i\,U(t)0=0\). The orbital is constant and equal to the real vector \(v\).

In the Lean proof, `hd` is the vanishing derivative and `hc` the resulting constancy.

```lean
/-- For real `H` and real `v`, the orbital `exp(-i t H) v` is real at every time `t` if and
only if `H v = 0`. -/
theorem real_forall_iff (H : Matrix n n ℝ) (v : n → ℝ) :
    (∀ t, IsRealOrbital (evolve H v t)) ↔ H *ᵥ v = 0 := by
  constructor
  · intro h
    exact mulVec_eq_zero_of_eventually_real H v (Filter.Eventually.of_forall h)
  · intro h t i
    -- the time derivative vanishes, so the orbital never moves
    have hd : ∀ s, HasDerivAt (evolve H v) 0 s := fun s => by
      refine (hasDerivAt_evolve H v s).congr_deriv ?_
      rw [h]
      ext j
      simp [evolve, Matrix.mulVec, dotProduct]
    have hc := is_const_of_deriv_eq_zero (fun s => (hd s).differentiableAt)
      (fun s => (hd s).deriv) t 0
    rw [hc, evolve_zero]
    exact Complex.ofReal_im _
```

## (h) Reality at a single time

**Task.** For a given \(t\), show that \(\psi(t)\) is real if and only if \(\psi(2t)=v\).

**Solution.** By (a) and (d), reality at \(t\) means \(\psi(-t)=\psi(t)\). Applying \(U(t)\) gives \(v=\psi(0)=\psi(2t)\). Conversely, applying \(U(-t)\) to \(\psi(2t)=\psi(0)\) gives \(\psi(t)=\psi(-t)\).

Each `congrArg` applies one of these propagators to both sides, and `propagator_evolve` adds the times.

```lean
/-- For real `H` and real `v`, the evolving orbital is real at a given time `t` if and only if at
time `2 t` it has returned to the initial orbital. -/
theorem real_at_iff_revival (H : Matrix n n ℝ) (v : n → ℝ) (t : ℝ) :
    IsRealOrbital (evolve H v t) ↔ evolve H v (2 * t) = fun i => (v i : ℂ) := by
  rw [isRealOrbital_iff_star, conj_evolve]
  constructor
  · intro h
    have h2 := congrArg (fun w => propagator H t *ᵥ w) h
    simp only [propagator_evolve] at h2
    rw [add_neg_cancel, evolve_zero] at h2
    rw [two_mul, ← h2]
  · intro h
    have h2 := congrArg (fun w => propagator H (-t) *ᵥ w)
      (h.trans (evolve_zero H v).symm)
    simp only [propagator_evolve] at h2
    rw [show -t + 2 * t = t by ring, add_zero] at h2
    exact h2.symm
```

## (i) Moving the zero of energy

**Task.** Replace \(H\) by \(H-E\,\mathbf 1\), with \(E\) real. Show that the orbital is then real at all times if and only if \(Hv=Ev\).

**Solution.** The shifted matrix is still real, so (g) requires \((H-E\,\mathbf 1)v=Hv-Ev=0\).

For nonzero \(v\), this says that \(v\) is an eigenvector with energy \(E\). The shift only multiplies the orbital by the global phase \(e^{\mathrm iEt}\), so a stationary state that starts real can be kept real by choosing the energy zero. The step `hs` expands the shifted product.

```lean
/-- For real `H`, `v` and `E`, with the zero of energy moved to `E`, the orbital evolving from `v`
stays real at all times if and only if `H v = E v`. -/
theorem real_forall_shift_iff (H : Matrix n n ℝ) (v : n → ℝ) (E : ℝ) :
    (∀ t, IsRealOrbital (evolve (H - E • (1 : Matrix n n ℝ)) v t)) ↔
      H *ᵥ v = E • v := by
  have hs : (H - E • (1 : Matrix n n ℝ)) *ᵥ v = H *ᵥ v - E • v := by
    simp [Matrix.sub_mulVec, Matrix.smul_mulVec]
  rw [real_forall_iff, hs, sub_eq_zero]
```

## (j) The Gamma trick on a periodic grid

**Task.** On a ring of \(N\ge1\) points, let
\[
c(k)=\sum_j e^{-2\pi\mathrm i jk/N}\psi_j .
\]
Show that \(\psi\) is real if and only if \(c(-k)=c(k)^*\) for all \(k\).

**Solution.** Conjugating the sum gives
\[
c(k)^*=\sum_j e^{2\pi\mathrm i jk/N}\psi_j^*,
\]
which is the transform of \(\psi^*\) at \(-k\). If \(\psi^*=\psi\), this is \(c(-k)\). Conversely, the condition at \(-k\) says that \(\psi\) and \(\psi^*\) have the same coefficient at \(k\). This holds for every \(k\), and the transform is injective, so \(\psi=\psi^*\).

Here `ZMod.dft` is the unnormalised transform above, and indices in `ZMod N` are taken modulo \(N\). The conjugated sum is `key`. The grid is one-dimensional.

```lean
/-- The Gamma trick: an orbital on a periodic grid of `N` points is real if and only if its
plane-wave coefficients at `-k` and `k` are complex conjugates. -/
theorem isRealOrbital_iff_gamma {N : ℕ} [NeZero N] (ψ : ZMod N → ℂ) :
    IsRealOrbital ψ ↔ ∀ k, ZMod.dft ψ (-k) = conj (ZMod.dft ψ k) := by
  have key : ∀ k, conj (ZMod.dft ψ k) = ZMod.dft (star ψ) (-k) := by
    intro k
    rw [ZMod.dft_apply, ZMod.dft_apply, map_sum]
    refine Finset.sum_congr rfl fun j _ => ?_
    rw [smul_eq_mul, smul_eq_mul, map_mul, ← AddChar.map_neg_eq_conj]
    simp
  rw [isRealOrbital_iff_star]
  constructor
  · intro h k
    rw [key, h]
  · intro h
    -- the Fourier transform loses no information
    apply ZMod.dft.injective
    funext k
    have hk := h (-k)
    rw [key, neg_neg] at hk
    exact hk.symm
```

## (k) The Gamma trick during propagation

**Task.** Let \(c_t(k)\) be the coefficients of \(\psi(t)\) on this grid. Show that \(c_t(-k)=c_t(k)^*\) for all \(k\) and all \(t\) if and only if \(Hv=0\).

**Solution.** By (j), the symmetry at time \(t\) is equivalent to reality at time \(t\). Requiring it at all times gives the condition in (g). The Lean proof joins the two equivalences in the same way.

```lean
/-- For real `H` and real `v` on a periodic grid, the plane-wave coefficients of `exp(-i t H) v` at
`-k` and `k` are complex conjugates for all `k` and all times if and only if `H v = 0`. -/
theorem gamma_forall_iff {N : ℕ} [NeZero N] (H : Matrix (ZMod N) (ZMod N) ℝ)
    (v : ZMod N → ℝ) :
    (∀ t k, ZMod.dft (evolve H v t) (-k) = conj (ZMod.dft (evolve H v t) k)) ↔
      H *ᵥ v = 0 := by
  rw [← real_forall_iff]
  exact forall_congr' fun t => (isRealOrbital_iff_gamma (evolve H v t)).symm

end

end RealTimeGammaTrick
```

```lean
#print axioms RealTimeGammaTrick.isRealOrbital_iff_star
#print axioms RealTimeGammaTrick.real_at_iff_revival
#print axioms RealTimeGammaTrick.real_forall_shift_iff
#print axioms RealTimeGammaTrick.gamma_forall_iff
```

```
'RealTimeGammaTrick.isRealOrbital_iff_star' depends on axioms: [propext, Classical.choice, Quot.sound]
'RealTimeGammaTrick.real_at_iff_revival' depends on axioms: [propext, Classical.choice, Quot.sound]
'RealTimeGammaTrick.real_forall_shift_iff' depends on axioms: [propext, Classical.choice, Quot.sound]
'RealTimeGammaTrick.gamma_forall_iff' depends on axioms: [propext, Classical.choice, Quot.sound]
```

## Two grid points in numbers

Take
\[
H=\begin{pmatrix}1&-1\\-1&1\end{pmatrix},\qquad v=\begin{pmatrix}1\\0\end{pmatrix},\qquad Hv=\begin{pmatrix}1\\-1\end{pmatrix}\neq0 .
\]
Since \(H^2=2H\), the exponential series sums to \(U(t)=\mathbf 1+\tfrac12(e^{-2\mathrm it}-1)H\), and
\[
\psi(t)=\frac12\begin{pmatrix}1+e^{-2\mathrm it}\\1-e^{-2\mathrm it}\end{pmatrix}.
\]

At \(t=\pi/4\) the orbital is \(\tfrac12(1-\mathrm i,\,1+\mathrm i)\), with coefficients \(c(0)=1\) and \(c(1)=-\mathrm i\). On two points \(-1\) and \(1\) are the same index, so the symmetry would need \(c(1)\) to be real, and it fails.

At \(t=\pi/2\) the orbital is \((0,1)\), which is real, and at \(t=\pi\) it has returned to \((1,0)\), as (h) requires.

The uniform orbital \((1,1)/\sqrt2\) satisfies \(Hv=0\) and never moves. The alternating orbital \((1,-1)/\sqrt2\) satisfies \(Hv=2v\), so it acquires the phase \(e^{-2\mathrm it}\), which the choice \(E=2\) removes.
